# The shifted pair energy rises strictly from linearized CCD to doubles CI for a positive definite doubles block and nonzero coupling

Suppose a molecule's reference determinant is correlated by double excitations only. Let $v$ collect the real couplings between the reference and the orthonormal doubly excited configurations, and let $A$ be the Hamiltonian among those configurations, with energies measured from the reference. If the wave function is scaled so that the reference has coefficient one and the doubles have amplitudes $t$, doubles CI solves

$$E = v^{T}t,\qquad v + At = E\,t .$$

The term $Et$ spoils the additivity of the energy for separated fragments. Linearized CCD omits it, and partially shifted coupled-pair functionals keep a fraction $s$ of it. Solving $v+At=sEt$ for $t$ gives

$$E = -v^{T}(A-sE)^{-1}v .$$

Here $E$ is the correlation energy of all electron pairs together, which this text calls the pair energy. How does $E$ move with $s$? If $A$ is symmetric positive definite, $v\neq0$ and $s\ge 0$, there is exactly one root $E\le 0$, and it increases strictly with $s$. This orders three approximations of electronic structure theory, in a finite model with fixed $A$ and $v$ and one common shift for all pairs.

## The equation and the CI matrix

```lean
import Mathlib

open Matrix

namespace ShiftedPairEquation

variable {n : Type*} [Fintype n] [DecidableEq n]
```

The type `n` labels the doubly excited configurations, of which there are finitely many.

```lean
/-- The pair energy `-vᵀ (A - ω)⁻¹ v` of a doubles block `A` with coupling `v` at energy
shift `ω`, meant for shifts at which `A - ω` is invertible. -/
noncomputable def pairFunctional (A : Matrix n n ℝ) (v : n → ℝ) (ω : ℝ) : ℝ :=
  -(v ⬝ᵥ ((A - ω • (1 : Matrix n n ℝ))⁻¹ *ᵥ v))
```

This is the function $f(\omega)=-v^{T}(A-\omega)^{-1}v$. The symbol `⬝ᵥ` is the dot product, `*ᵥ` applies a matrix to a vector, and `•` multiplies by a scalar. Lean gives a singular matrix the inverse zero, but below $A-\omega$ is always invertible.

```lean
/-- `E` is a nonpositive root of the shifted pair equation `E = -vᵀ (A - sE)⁻¹ v`, meant for
`A - sE` invertible. -/
def IsPairEnergy (A : Matrix n n ℝ) (v : n → ℝ) (s E : ℝ) : Prop :=
  E ≤ 0 ∧ E = pairFunctional A v (s * E)
```

`IsPairEnergy A v s E` says that $E\le0$ and $E=f(sE)$. The sign condition selects the correlation energy, since the equation can also have a positive root.

```lean
/-- The doubles CI matrix `[[0, vᵀ], [v, A]]`, with energies relative to the reference. -/
def ciMatrix (A : Matrix n n ℝ) (v : n → ℝ) : Matrix (Unit ⊕ n) (Unit ⊕ n) ℝ :=
  Matrix.fromBlocks 0 (Matrix.of fun _ j => v j) (Matrix.of fun i _ => v i) A
```

The doubles CI matrix is $\begin{pmatrix}0&v^{T}\\ v&A\end{pmatrix}$. Its index type `Unit ⊕ n` is one reference state together with the doubles.

## The pair energy at nonpositive shift

```lean
variable {A : Matrix n n ℝ} {v : n → ℝ}

omit [Fintype n] in
/-- A positive definite doubles block stays positive definite when a nonpositive energy is
subtracted from its diagonal. -/
theorem posDef_shift (hA : A.PosDef) {ω : ℝ} (hω : ω ≤ 0) :
    (A - ω • (1 : Matrix n n ℝ)).PosDef := by
  have h := hA.add_posSemidef
    ((Matrix.PosSemidef.one (n := n) (R := ℝ)).smul (neg_nonneg.mpr hω))
  rwa [neg_smul, ← sub_eq_add_neg] at h
```

`A.PosDef` means that $A$ is symmetric and $x^{T}Ax>0$ for every $x\neq0$. Physically, every normalised combination of doubles has an energy expectation value above the reference. This is assumed of the molecule, not derived. For $\omega\le0$,

$$x^{T}(A-\omega)x = x^{T}Ax+(-\omega)\,x^{T}x>0,$$

so $A-\omega$ is positive definite too. The proof adds these two terms as matrices.

```lean
/-- For positive definite `A` and `ω ≤ 0`, the vector `(A - ω)⁻¹ v` solves the linear amplitude
equation `A c - ω c = v`. -/
theorem amplitude_equation (hA : A.PosDef) (v : n → ℝ) {ω : ℝ} (hω : ω ≤ 0) :
    A *ᵥ ((A - ω • (1 : Matrix n n ℝ))⁻¹ *ᵥ v)
      - ω • ((A - ω • (1 : Matrix n n ℝ))⁻¹ *ᵥ v) = v := by
  have hdet := isUnit_iff_ne_zero.mpr (posDef_shift hA hω).det_pos.ne'
  have h : (A - ω • (1 : Matrix n n ℝ)) *ᵥ ((A - ω • (1 : Matrix n n ℝ))⁻¹ *ᵥ v) = v := by
    rw [Matrix.mulVec_mulVec, Matrix.mul_nonsing_inv _ hdet, Matrix.one_mulVec]
  rwa [Matrix.sub_mulVec, Matrix.smul_mulVec, Matrix.one_mulVec] at h
```

Since $A-\omega$ is invertible, $c=(A-\omega)^{-1}v$ satisfies $Ac-\omega c=v$. The physical amplitudes are $t=-c$, and $f(\omega)=-v^{T}c$.

```lean
/-- For positive definite `A` and nonzero coupling, the pair energy is negative at every
nonpositive shift. -/
theorem pairFunctional_neg (hA : A.PosDef) (hv : v ≠ 0) {ω : ℝ} (hω : ω ≤ 0) :
    pairFunctional A v ω < 0 := by
  have h := (posDef_shift hA hω).inv.dotProduct_mulVec_pos hv
  rw [star_trivial] at h
  exact neg_neg_of_pos h
```

The inverse of a positive definite matrix is positive definite, so $v^{T}(A-\omega)^{-1}v>0$ and $f(\omega)<0$.

```lean
/-- For positive definite `A` and nonzero coupling, the pair energy strictly decreases as the
shift `ω` rises towards zero from below. -/
theorem pairFunctional_strictAntiOn (hA : A.PosDef) (hv : v ≠ 0) :
    StrictAntiOn (pairFunctional A v) (Set.Iic 0) := by
  intro ω hω ω' hω' hlt
  have hc := amplitude_equation hA v hω'
  have hd := amplitude_equation hA v hω
  unfold pairFunctional
  generalize (A - ω' • (1 : Matrix n n ℝ))⁻¹ *ᵥ v = c at hc ⊢
  generalize (A - ω • (1 : Matrix n n ℝ))⁻¹ *ᵥ v = d at hd ⊢
  have hT : Aᵀ = A := by
    rw [← Matrix.conjTranspose_eq_transpose_of_trivial]
    exact hA.isHermitian.eq
  have hsym : c ⬝ᵥ (A *ᵥ d) = d ⬝ᵥ (A *ᵥ c) := by
    rw [Matrix.dotProduct_mulVec, ← Matrix.mulVec_transpose, hT, dotProduct_comm]
  have hd0 : d ≠ 0 := by
    rintro rfl
    apply hv
    rw [← hd, Matrix.mulVec_zero, smul_zero, sub_zero]
  have hdd : 0 < d ⬝ᵥ d := by
    have h := (Matrix.PosDef.one (n := n) (R := ℝ)).dotProduct_mulVec_pos hd0
    rwa [star_trivial, Matrix.one_mulVec] at h
  -- the quadratic form of the amplitude difference is nonnegative
  have hq := (posDef_shift hA hω').posSemidef.dotProduct_mulVec_nonneg (c - d)
  rw [star_trivial, Matrix.sub_mulVec, Matrix.smul_mulVec, Matrix.one_mulVec] at hq
  simp only [Matrix.mulVec_sub, dotProduct_sub, sub_dotProduct, dotProduct_smul,
    smul_eq_mul] at hq
  -- project the amplitude equations on the two amplitude vectors
  have e1 := congrArg (fun x => c ⬝ᵥ x) hc
  have e2 := congrArg (fun x => d ⬝ᵥ x) hc
  have e3 := congrArg (fun x => d ⬝ᵥ x) hd
  simp only [dotProduct_sub, dotProduct_smul, smul_eq_mul] at e1 e2 e3
  rw [dotProduct_comm v c, dotProduct_comm v d]
  rw [dotProduct_comm c d] at hq
  have hpos := mul_pos (sub_pos.mpr hlt) hdd
  linarith
```

`StrictAntiOn` on `Set.Iic 0` means strictly decreasing on $(-\infty,0]$. Take $\omega<\omega'\le0$ and name the two solutions as the code does:

$$Ac-\omega'c=v,\qquad Ad-\omega d=v .$$

Positive definiteness at $\omega'$ gives $q=(c-d)^{T}(A-\omega')(c-d)\ge0$. By symmetry of $A$, the two cross terms are equal. With $(A-\omega')c=v$ and $(A-\omega')d=v-(\omega'-\omega)d$,

$$q = v^{T}c-2v^{T}d+v^{T}d-(\omega'-\omega)d^{T}d .$$

Hence

$$f(\omega)-f(\omega') = v^{T}c-v^{T}d=(\omega'-\omega)\,d^{T}d+q>0,$$

because $d=0$ would force $v=0$. In the code, `hsym` is the symmetry step, `hq` is $q\ge0$, and `e1`, `e2`, `e3` are the amplitude equations projected on $c$ and $d$. The tactic `linarith` then combines them linearly.

```lean
/-- For positive definite `A`, the pair energy depends continuously on the shift `ω ≤ 0`. -/
theorem pairFunctional_continuousOn (hA : A.PosDef) (v : n → ℝ) :
    ContinuousOn (pairFunctional A v) (Set.Iic 0) := by
  have hM : Continuous fun ω : ℝ => A - ω • (1 : Matrix n n ℝ) :=
    continuous_const.sub (continuous_id.smul continuous_const)
  have hN : Continuous fun ω : ℝ =>
      v ⬝ᵥ ((A - ω • (1 : Matrix n n ℝ)).adjugate *ᵥ v) := by
    simp only [dotProduct, Matrix.mulVec]
    exact continuous_finsetSum _ fun i _ => continuous_const.mul
      (continuous_finsetSum _ fun j _ =>
        (hM.matrix_adjugate.matrix_elem i j).mul continuous_const)
  -- Cramer's rule writes the inverse as adjugate over determinant
  have heq : pairFunctional A v = fun ω => -((A - ω • (1 : Matrix n n ℝ)).det⁻¹ *
      (v ⬝ᵥ ((A - ω • (1 : Matrix n n ℝ)).adjugate *ᵥ v))) := by
    funext ω
    simp only [pairFunctional, Matrix.inv_def, Ring.inverse_eq_inv', Matrix.smul_mulVec,
      dotProduct_smul, smul_eq_mul]
  rw [heq]
  exact ((hM.matrix_det.continuousOn.inv₀
    fun ω hω => (posDef_shift hA hω).det_pos.ne').mul hN.continuousOn).neg
```

Cramer's rule gives $(A-\omega)^{-1}=\operatorname{adj}(A-\omega)/\det(A-\omega)$. The adjugate and the determinant are polynomials in $\omega$, and the determinant is positive for $\omega\le0$. So $f$ is continuous there.

## One root, growing with the shift

```lean
/-- For positive definite `A`, nonzero coupling and `s ≥ 0`, the shifted pair equation has
exactly one nonpositive root. -/
theorem existsUnique_pairEnergy (hA : A.PosDef) (hv : v ≠ 0) {s : ℝ} (hs : 0 ≤ s) :
    ∃! E, IsPairEnergy A v s E := by
  have hanti := (pairFunctional_strictAntiOn hA hv).antitoneOn
  have hsE : ∀ {E : ℝ}, E ≤ 0 → s * E ≤ 0 := fun h => mul_nonpos_of_nonneg_of_nonpos hs h
  have h0 := pairFunctional_neg hA hv le_rfl
  -- existence: a sign change between the unshifted energy and zero
  have hcont : ContinuousOn (fun E => pairFunctional A v (s * E) - E)
      (Set.Icc (pairFunctional A v 0) 0) :=
    ((pairFunctional_continuousOn hA v).comp (continuous_const.mul continuous_id).continuousOn
      fun E hE => hsE hE.2).sub continuousOn_id
  have hleft := hanti (hsE h0.le) (Set.mem_Iic.mpr le_rfl) (hsE h0.le)
  obtain ⟨E, hE, hroot⟩ := intermediate_value_Icc' h0.le hcont
    (show (0 : ℝ) ∈ Set.Icc _ _ from
      ⟨by simpa using h0.le, sub_nonneg.mpr hleft⟩)
  -- uniqueness: the right-hand side does not increase with the energy
  have key : ∀ x y, IsPairEnergy A v s x → IsPairEnergy A v s y → y ≤ x := by
    intro x y hx hy
    by_contra hlt
    have hxy := le_of_lt (not_le.mp hlt)
    have h := hanti (hsE hx.1) (hsE hy.1) (mul_le_mul_of_nonneg_left hxy hs)
    rw [← hx.2, ← hy.2] at h
    exact hlt h
  have hEr : IsPairEnergy A v s E := ⟨hE.2, (sub_eq_zero.mp hroot).symm⟩
  exact ⟨E, hEr, fun y hy => le_antisymm (key E y hEr hy) (key y E hy hEr)⟩
```

`∃!` reads "there is exactly one". For existence, put $g(E)=f(sE)-E$ on the interval $[f(0),0]$. At the right end, $g(0)=f(0)<0$. At the left end, $s f(0)\le0$, so monotonicity gives $f(sf(0))\ge f(0)$ and $g(f(0))\ge0$. The intermediate value theorem, `intermediate_value_Icc'`, supplies a zero of $g$.

For uniqueness, suppose $x<y$ are both nonpositive roots. Then $sx\le sy\le0$, hence $x=f(sx)\ge f(sy)=y$, a contradiction. The step `key` proves $y\le x$ for any two roots, and using it in both directions gives equality.

```lean
/-- For positive definite `A` and nonzero coupling, the nonpositive root of the shifted pair
equation strictly increases with `s ≥ 0`. -/
theorem pairEnergy_strictMono (hA : A.PosDef) (hv : v ≠ 0) {s s' E E' : ℝ} (hs : 0 ≤ s)
    (hss : s < s') (hE : IsPairEnergy A v s E) (hE' : IsPairEnergy A v s' E') : E < E' := by
  by_contra hle
  have hsE : s * E ≤ 0 := mul_nonpos_of_nonneg_of_nonpos hs hE.1
  have hneg : E < 0 := by
    rw [hE.2]
    exact pairFunctional_neg hA hv hsE
  -- a lower root at larger `s` would mean a strictly larger denominator
  have hshift : s' * E' < s * E := by
    nlinarith [mul_nonneg (hs.trans hss.le) (sub_nonneg.mpr (not_lt.mp hle)),
      mul_pos (sub_pos.mpr hss) (neg_pos.mpr hneg)]
  have h := pairFunctional_strictAntiOn hA hv (hshift.le.trans hsE) hsE hshift
  rw [← hE.2, ← hE'.2] at h
  exact hle h
```

Let $0\le s<s'$ with roots $E$ and $E'$, and suppose $E'\le E$. By the negativity of $f$, $E=f(sE)<0$. Therefore

$$s'E'\le s'E<sE\le0 .$$

Since $f$ strictly decreases, $E'=f(s'E')>f(sE)=E$, which contradicts the supposition. The tactic `nlinarith` obtains the chain from the two products $s'(E-E')\ge0$ and $(s'-s)(-E)>0$.

## Doubles CI as the case of full shift

```lean
omit [DecidableEq n] in
/-- The doubles CI eigenvalue equation for reference weight `a` and doubles amplitudes `y`
splits into its reference row and its doubles rows. -/
theorem ci_eigen_iff (A : Matrix n n ℝ) (v y : n → ℝ) (a μ : ℝ) :
    ciMatrix A v *ᵥ Sum.elim (fun _ => a) y = μ • Sum.elim (fun _ => a) y ↔
      v ⬝ᵥ y = μ * a ∧ a • v + A *ᵥ y = μ • y := by
  have h0 : (ciMatrix A v *ᵥ Sum.elim (fun _ => a) y) (Sum.inl ()) = v ⬝ᵥ y := by
    simp [ciMatrix, Matrix.mulVec, dotProduct]
  have h1 : ∀ i, (ciMatrix A v *ᵥ Sum.elim (fun _ => a) y) (Sum.inr i)
      = a * v i + (A *ᵥ y) i := by
    intro i
    simp [ciMatrix, Matrix.mulVec, dotProduct, mul_comm a]
  constructor
  · intro h
    exact ⟨h0.symm.trans (congrFun h (Sum.inl ())),
      funext fun i => (h1 i).symm.trans (congrFun h (Sum.inr i))⟩
  · rintro ⟨p, q⟩
    funext k
    rcases k with u | i
    · exact h0.trans p
    · exact (h1 i).trans (congrFun q i)
```

`Sum.elim (fun _ => a) y` is the vector with reference coefficient $a$ and doubles part $y$. The docstring calls $a$ a weight, but it is the coefficient itself, not its square. It satisfies the CI eigenvalue equation with eigenvalue $\mu$ exactly when

$$v^{T}y=\mu a,\qquad av+Ay=\mu y .$$

```lean
/-- For positive definite `A` and nonzero coupling, the nonpositive root at `s = 1` is the
lowest eigenvalue of the doubles CI matrix. -/
theorem pairEnergy_one_isLeast (hA : A.PosDef) (hv : v ≠ 0) {E : ℝ}
    (hE : IsPairEnergy A v 1 E) :
    IsLeast {μ : ℝ | ∃ x : Unit ⊕ n → ℝ, x ≠ 0 ∧ ciMatrix A v *ᵥ x = μ • x} E := by
  constructor
  · have hc := amplitude_equation hA v hE.1
    have hr := hE.2
    rw [one_mul, pairFunctional] at hr
    generalize (A - E • (1 : Matrix n n ℝ))⁻¹ *ᵥ v = c at hc hr
    refine ⟨Sum.elim (fun _ => 1) (-c), fun h => ?_, (ci_eigen_iff A v (-c) 1 E).mpr ⟨?_, ?_⟩⟩
    · exact one_ne_zero (congrFun h (Sum.inl ()))
    · rw [dotProduct_neg, mul_one]
      exact hr.symm
    · rw [← hc, Matrix.mulVec_neg]
      module
  · rintro μ ⟨x, hx0, hx⟩
    by_contra hlt
    have hμ : μ ≤ 0 := (not_le.mp hlt).le.trans hE.1
    obtain ⟨a, y, rfl⟩ : ∃ (a : ℝ) (y : n → ℝ), x = Sum.elim (fun _ => a) y :=
      ⟨x (Sum.inl ()), fun i => x (Sum.inr i), by funext k; rcases k with u | i <;> rfl⟩
    obtain ⟨p, q⟩ := (ci_eigen_iff A v y a μ).mp hx
    -- eliminate the doubles amplitudes
    have hdet := isUnit_iff_ne_zero.mpr (posDef_shift hA hμ).det_pos.ne'
    have hMy : (A - μ • (1 : Matrix n n ℝ)) *ᵥ y = -(a • v) := by
      rw [Matrix.sub_mulVec, Matrix.smul_mulVec, Matrix.one_mulVec, ← q]
      abel
    have hy : y = -(a • ((A - μ • (1 : Matrix n n ℝ))⁻¹ *ᵥ v)) := by
      rw [← Matrix.mulVec_smul, ← Matrix.mulVec_neg, ← hMy, Matrix.mulVec_mulVec,
        Matrix.nonsing_inv_mul _ hdet, Matrix.one_mulVec]
    have ha : a ≠ 0 := by
      intro ha
      apply hx0
      rw [ha, zero_smul, neg_zero] at hy
      rw [ha, hy]
      funext k
      rcases k with u | i <;> rfl
    have hroot : μ = pairFunctional A v μ := by
      apply mul_right_cancel₀ ha
      rw [← p, hy, dotProduct_neg, dotProduct_smul, smul_eq_mul, pairFunctional]
      ring
    have hμE : IsPairEnergy A v 1 μ := ⟨hμ, by rw [one_mul]; exact hroot⟩
    exact hlt ((existsUnique_pairEnergy hA hv zero_le_one).unique hE hμE).le
```

`IsLeast` makes two demands: $E$ is an eigenvalue, and no eigenvalue is smaller.

For the first, let $c=(A-E)^{-1}v$ and take the vector $(1,-c)$. Its reference row is $-v^{T}c=E$, which is the pair equation at $s=1$. Its doubles rows are $v-Ac=-Ec$, which is the amplitude equation. The normalised state is $(1,-c)/\sqrt{1+c^{T}c}$.

For the second, suppose $\mu<E$ is an eigenvalue with eigenvector $(a,y)\neq0$. Then $\mu\le0$, so $A-\mu$ is invertible and the doubles rows give $y=-a(A-\mu)^{-1}v$. If $a$ were zero, $y$ would vanish as well, so $a\neq0$. Inserting $y$ in the reference row gives

$$\mu a=-a\,v^{T}(A-\mu)^{-1}v .$$

Dividing by $a$ yields $\mu=f(\mu)$. Thus $\mu$ is a nonpositive root at $s=1$, and uniqueness forces $\mu=E$, a contradiction.

## The order of the three energies

```lean
/-- For positive definite `A`, nonzero coupling and `0 < s < 1`, the partially shifted pair
energy lies strictly above linearized CCD and strictly below doubles CI. -/
theorem linearizedCCD_lt_pairEnergy_lt_ci (hA : A.PosDef) (hv : v ≠ 0) {s E Eci : ℝ}
    (hs : 0 < s) (hs1 : s < 1) (hE : IsPairEnergy A v s E)
    (hci : IsLeast {μ : ℝ | ∃ x : Unit ⊕ n → ℝ, x ≠ 0 ∧ ciMatrix A v *ᵥ x = μ • x} Eci) :
    -(v ⬝ᵥ (A⁻¹ *ᵥ v)) < E ∧ E < Eci := by
  constructor
  · have h0 : IsPairEnergy A v 0 (pairFunctional A v 0) :=
      ⟨(pairFunctional_neg hA hv le_rfl).le, by rw [zero_mul]⟩
    have h := pairEnergy_strictMono hA hv le_rfl hs h0 hE
    rwa [pairFunctional, zero_smul, sub_zero] at h
  · obtain ⟨E₁, h₁, _⟩ := existsUnique_pairEnergy hA hv zero_le_one
    rw [hci.unique (pairEnergy_one_isLeast hA hv h₁)]
    exact pairEnergy_strictMono hA hv hs.le hs1 hE h₁

end ShiftedPairEquation
```

Here `Eci` enters as the least eigenvalue of the CI matrix, with no reference to the pair equation. For $0<s<1$ the theorem states

$$-v^{T}A^{-1}v<E<E_{\mathrm{CI}} .$$

The left side is $f(0)$, the root at $s=0$, so strict growth gives the first inequality. For the second, the root `E₁` at $s=1$ equals `Eci` by the previous theorem, and strict growth applies again. The theorem compares these energies with each other and makes no general statement about the exact energy or full CCD. In the amplitude equation $v+At-sEt=0$, the single term $-sEt$ stands in place of the quadratic amplitude terms of full CCD, and in general it differs from them.

## One doubly excited configuration in numbers

Take $A=3$ and $v=2$ in some energy unit. The pair equation becomes $sE^{2}-3E-4=0$, with these nonpositive roots:

| $s$ | $E$ |
|---|---|
| $0$ | $-4/3\approx-1.333$ |
| $1/2$ | $3-\sqrt{17}\approx-1.123$ |
| $1$ | $-1$ |

The CI matrix $\begin{pmatrix}0&2\\2&3\end{pmatrix}$ has eigenvalues $-1$ and $4$. The lower one belongs to the normalised vector $(2,-1)/\sqrt5$.

Now change the block to $A=-3$ and keep $v=2$. At $s=0$ the equation gives $E=4/3$, so there is no nonpositive root. Symmetry and invertibility of $A$ are therefore not enough for existence.

```lean
#print axioms ShiftedPairEquation.linearizedCCD_lt_pairEnergy_lt_ci
-- 'ShiftedPairEquation.linearizedCCD_lt_pairEnergy_lt_ci' depends on axioms: [propext, Classical.choice, Quot.sound]
```
